# Steepest descent with steps of fixed length h tends to the floor of a sloping parabolic valley when hk ≤ 2g

On the model surface gx + ky²/2, with slope g along the valley and curvature k across it, a steepest-descent step of fixed length h changes the transverse coordinate y to y − hky/√(g² + k²y²). The theorem `transverse_tendsto` states that, for positive g, k and h with hk ≤ 2g, repeating this map takes y to zero in the limit from every real start. It concerns the transverse coordinate alone and gives no rate of convergence. The attempt shows that the distances |y| never increase along the iteration and so have a limit L. By continuity the map preserves the distance L, and since a step from any point off the floor brings y strictly closer to it, L must be zero.

An attempt in Lean 4 with a fault in it:

```lean
import Mathlib

open Filter Topology

namespace TransverseTendsto

noncomputable section

/-- The update of the transverse coordinate alone, for `g ≠ 0` or `k * y ≠ 0`. -/
def transverse (g k h y : ℝ) : ℝ := y - h * k * y / √(g ^ 2 + k ^ 2 * y ^ 2)

/-- For positive `g`, `k`, `h` with `h * k ≤ 2 * g`, a step from any point off the valley floor
brings the walker strictly closer to the floor. -/
theorem abs_transverse_lt {g k h y : ℝ} (hg : 0 < g) (hk : 0 < k) (hh : 0 < h)
    (hs : h * k ≤ 2 * g) (hy : y ≠ 0) : |transverse g k h y| < |y| := by
  -- off the floor the gradient is longer than `g`
  have hr : g < √(g ^ 2 + k ^ 2 * y ^ 2) := by
    apply Real.lt_sqrt_of_sq_lt
    have : 0 < k ^ 2 * y ^ 2 := by positivity
    linarith
  have hr0 := hg.trans hr
  have e : transverse g k h y = (1 - h * k / √(g ^ 2 + k ^ 2 * y ^ 2)) * y := by
    unfold transverse; ring
  have q0 : 0 < h * k / √(g ^ 2 + k ^ 2 * y ^ 2) := div_pos (mul_pos hh hk) hr0
  have q2 : h * k / √(g ^ 2 + k ^ 2 * y ^ 2) < 2 := by
    rw [div_lt_iff₀ hr0]; linarith
  have q1 : |1 - h * k / √(g ^ 2 + k ^ 2 * y ^ 2)| < 1 :=
    abs_lt.mpr ⟨by linarith, by linarith⟩
  rw [e, abs_mul]
  nlinarith [mul_pos (sub_pos.mpr q1) (abs_pos.mpr hy)]

/-- For positive `g`, `k`, `h` with `h * k ≤ 2 * g`, the transverse iterates tend to zero from
every start. -/
theorem transverse_tendsto {g k h : ℝ} (hg : 0 < g) (hk : 0 < k) (hh : 0 < h)
    (hs : h * k ≤ 2 * g) (y : ℝ) :
    Tendsto (fun n => (transverse g k h)^[n] y) atTop (𝓝 0) := by
  have hodd : ∀ z, |transverse g k h z| = |transverse g k h |z|| := by
    intro z
    rcases abs_choice z with hz | hz
    · rw [hz]
    · have : transverse g k h (-z) = -transverse g k h z := by
        unfold transverse; rw [neg_sq]; ring
      rw [hz, this, abs_neg]
  have hrec : ∀ n, |(transverse g k h)^[n + 1] y|
      = |transverse g k h |(transverse g k h)^[n] y|| := by
    intro n
    rw [Function.iterate_succ_apply', hodd]
  -- the distances to the floor decrease, hence have a limit `L`
  have anti : Antitone (fun n => |(transverse g k h)^[n] y|) := by
    apply antitone_nat_of_succ_le
    intro n
    rw [Function.iterate_succ_apply']
    rcases eq_or_ne ((transverse g k h)^[n] y) 0 with h0 | h0
    · rw [h0]; simp [transverse]
    · exact (abs_transverse_lt hg hk hh hs h0).le
  obtain ⟨L, hL⟩ : ∃ L, Tendsto (fun n => |(transverse g k h)^[n] y|) atTop (𝓝 L) :=
    ⟨_, tendsto_atTop_ciInf anti ⟨0, by rintro _ ⟨n, rfl⟩; exact abs_nonneg _⟩⟩
  have hL0 : 0 ≤ L := ge_of_tendsto' hL (fun n => abs_nonneg _)
  have hc : Continuous (transverse g k h) := by
    change Continuous (fun y : ℝ => y - h * k * y / √(g ^ 2 + k ^ 2 * y ^ 2))
    refine Continuous.sub (by fun_prop) (Continuous.div (by fun_prop) (by fun_prop) ?_)
    intro t
    positivity
  -- by continuity the map preserves the distance `L`, which is possible only on the floor
  have h1 := (hc.abs.tendsto L).comp hL
  have h2 := hL.comp (tendsto_add_atTop_nat 1)
  have h3 : |transverse g k h L| = L := tendsto_nhds_unique h1 (h2.congr hrec)
  have hz : L = 0 := by
    by_contra hne
    have hlt := abs_transverse_lt hg hk hh hs hne
    rw [h3, abs_of_nonneg hL0] at hlt
    exact lt_irrefl _ hlt
  rw [hz] at hL
  rw [tendsto_zero_iff_norm_tendsto_zero]
  simpa only [Real.norm_eq_abs] using hL

end

end TransverseTendsto
```

Compiling this gives:

```
Main.lean:37:64: error: unexpected token ':='; expected term
Main.lean:37:61: error: Application type mismatch: The argument
  z
has type
  ℝ
but is expected to have type
  Bool
in the application
  or z
Main.lean:36:63: error: unsolved goals
case hodd
g k h : ℝ
hg : 0 < g
hk : 0 < k
hh : 0 < h
hs : h * k ≤ 2 * g
y : ℝ
⊢ ∀ (z : ℝ), |transverse g k h z| = |transverse g k h |sorry||

g k h : ℝ
hg : 0 < g
hk : 0 < k
hh : 0 < h
hs : h * k ≤ 2 * g
y : ℝ
hodd : ∀ (z : ℝ), |transverse g k h z| = |transverse g k h |sorry||
⊢ Tendsto (fun n => (transverse g k h)^[n] y) atTop (𝓝 0)
```

Diagnosis. The failure is one of notation. In `|transverse g k h |z||` the two closing bars stand together, and Lean reads `||` as the Boolean "or". It therefore looks for a second operand and finds `:=`, which is the first error. The second arises because "or" expects a `Bool` and `z` is real. The parse broke off there, so the proof that follows was never read, and both `hodd` and the main goal are reported as unsolved.

Writing `(|z|)|` puts a parenthesis between the bars, so each is read as closing an absolute value. The statement of `hrec` has the same fault further down and gets the same cure. The annotation `z : ℝ` is mere tidying, since `transverse` already fixes the type.

The added `change` writes out the inequality between successive distances, so that the iterate at `n + 1` stands in plain view for the rewrite with `Function.iterate_succ_apply'`. Lean had not reached that line, so the messages do not show whether the rewrite would have failed without it.

The change, after which it compiles:

```diff
@@ -35,5 +35,5 @@
     (hs : h * k ≤ 2 * g) (y : ℝ) :
     Tendsto (fun n => (transverse g k h)^[n] y) atTop (𝓝 0) := by
-  have hodd : ∀ z, |transverse g k h z| = |transverse g k h |z|| := by
+  have hodd : ∀ z : ℝ, |transverse g k h z| = |transverse g k h (|z|)| := by
     intro z
     rcases abs_choice z with hz | hz
@@ -43,5 +43,5 @@
       rw [hz, this, abs_neg]
   have hrec : ∀ n, |(transverse g k h)^[n + 1] y|
-      = |transverse g k h |(transverse g k h)^[n] y|| := by
+      = |transverse g k h (|(transverse g k h)^[n] y|)| := by
     intro n
     rw [Function.iterate_succ_apply', hodd]
@@ -50,4 +50,5 @@
     apply antitone_nat_of_succ_le
     intro n
+    change |(transverse g k h)^[n + 1] y| ≤ |(transverse g k h)^[n] y|
     rw [Function.iterate_succ_apply']
     rcases eq_or_ne ((transverse g k h)^[n] y) 0 with h0 | h0
```
